# Noiseless Euler drift with the guide $e^{-x^4/4}$ escapes to infinity when $x_0^2>2/\tau$

Let a walker start at $x_0$ and move by noiseless Euler drift under the guide $\psi(x)=e^{-x^4/4}$, with fixed time step $\tau>0$ and every move accepted. Its positions obey $x_{n+1}=x_n-\tau x_n^3$. If $x_0^2<2/\tau$, then $x_n\to0$; if $x_0^2>2/\tau$, then $|x_n|\to\infty$. Every fixed step thus has starting points from which the walker explodes. In diffusion Monte Carlo this concerns the drift part of a move, here for one coordinate without diffusion or rejection.

In Lean 4 with Mathlib:

```lean
import Mathlib

open Filter Topology

namespace QuarticGuideDrift

noncomputable section
```

## The guide and its drift

The guide is an unnormalised real function; a constant factor would cancel in the drift.

```lean
/-- The guide wave function `exp(-x⁴/4)`. -/
def guide (x : ℝ) : ℝ := Real.exp (-x ^ 4 / 4)
```

The drift velocity is the logarithmic derivative $v=\psi'/\psi$. It is defined through `deriv`, so its cubic form has to be derived.

```lean
/-- The drift velocity `ψ'/ψ` of the guide `ψ`. -/
def drift (x : ℝ) : ℝ := deriv guide x / guide x
```

An Euler step adds $\tau v(x)$ to the position. This is the convention of atomic units with unit mass, in which the drift displacement is $\tau\,\psi'/\psi$.

```lean
/-- One noiseless Euler drift move with time step `τ`. -/
def eulerStep (τ x : ℝ) : ℝ := x + τ * drift x
```

Repeating the step gives the walk: `walk τ x₀ n` is $x_n$, a real number free of rounding.

```lean
/-- The position of a walker started at `x₀` after `n` unrejected noiseless drift moves. -/
def walk (τ x₀ : ℝ) : ℕ → ℝ
  | 0 => x₀
  | n + 1 => eulerStep τ (walk τ x₀ n)
```

For comparison with continuous time, take the path
$$X(t)=\frac{x_0}{\sqrt{1+2x_0^2t}},\qquad t\ge0.$$

```lean
/-- The candidate path of the continuous drift, `x₀ / √(1 + 2 x₀² t)`, for times `t ≥ 0`. -/
def exactPath (x₀ t : ℝ) : ℝ := x₀ / √(1 + 2 * x₀ ^ 2 * t)
```

Since $(-x^4/4)'=-x^3$, the chain rule gives $\psi'=-x^3\psi$. The guide never vanishes, so division gives $v=-x^3$. The proof builds the same derivative with `HasDerivAt` and cancels the exponential.

```lean
/-- The drift velocity of the quartic guide is `-x³`. -/
theorem drift_eq (x : ℝ) : drift x = -x ^ 3 := by
  have h : HasDerivAt (fun y : ℝ => -y ^ 4 / 4) (-x ^ 3) x := by
    refine (((hasDerivAt_pow 4 x).fun_neg).div_const 4).congr_deriv ?_
    show -(((4 : ℕ) : ℝ) * x ^ 3) / 4 = -x ^ 3
    push_cast
    ring
  have h2 : HasDerivAt guide (Real.exp (-x ^ 4 / 4) * (-x ^ 3)) x := h.exp
  rw [drift, h2.deriv, guide]
  exact mul_div_cancel_left₀ _ (Real.exp_ne_zero _)
```

Substitution into the Euler step gives $x_{n+1}=x_n-\tau x_n^3=x_n(1-\tau x_n^2)$.

```lean
/-- Successive walker positions obey `x_(n+1) = x_n - τ x_n³`. -/
theorem walk_succ (τ x₀ : ℝ) (n : ℕ) :
    walk τ x₀ (n + 1) = walk τ x₀ n - τ * walk τ x₀ n ^ 3 := by
  show walk τ x₀ n + τ * drift (walk τ x₀ n) = _
  rw [drift_eq]
  ring
```

## Decay below the threshold

Let $x_0^2<2/\tau$, and put $y_n=x_n^2$ and $c=\tau(2-\tau x_0^2)>0$. Squaring the recursion gives
$$y_{n+1}=y_n(1-\tau y_n)^2=y_n-\tau(2-\tau y_n)y_n^2.$$
If $y_n\le x_0^2$, then $y_{n+1}\le y_n-cy_n^2\le y_n$, so the bound $y_n\le x_0^2$ persists.

The same induction shows $n c y_n\le1$. Write $u=cy_n$. Then $0\le u\le\tau y_n(2-\tau y_n)=1-(1-\tau y_n)^2\le1$. If $nu\le1$, then
$$1-(n+1)u(1-u)=(1-nu)(1-u)+u^2\ge0,$$
and hence $(n+1)c\,y_{n+1}\le(n+1)u(1-u)\le1$.

In the proof, `key` is the loss inequality and `hu` is $u\le1$. The final `nlinarith` receives the two nonnegative terms of the identity.

```lean
/-- For `τ > 0` and `x₀² < 2/τ` the walker never moves farther out than its start, and
`x_n²` is bounded by a constant over `n`: `n τ (2 - τ x₀²) x_n² ≤ 1`. -/
theorem walk_sq_decay {τ x₀ : ℝ} (hτ : 0 < τ) (h : x₀ ^ 2 < 2 / τ) (n : ℕ) :
    walk τ x₀ n ^ 2 ≤ x₀ ^ 2 ∧
      n * (τ * (2 - τ * x₀ ^ 2)) * walk τ x₀ n ^ 2 ≤ 1 := by
  have h' := (lt_div_iff₀ hτ).1 h
  have hc : 0 < τ * (2 - τ * x₀ ^ 2) := mul_pos hτ (by linarith)
  induction n with
  | zero => simp [walk]
  | succ n ih =>
    obtain ⟨h1, h2⟩ := ih
    have e : walk τ x₀ (n + 1) ^ 2
        = walk τ x₀ n ^ 2 * (1 - τ * walk τ x₀ n ^ 2) ^ 2 := by
      rw [walk_succ]
      ring
    have hy : 0 ≤ walk τ x₀ n ^ 2 := sq_nonneg _
    rw [e]
    generalize walk τ x₀ n ^ 2 = y at h1 h2 hy ⊢
    -- the square loses at least `c y²` in each step, with `c = τ (2 - τ x₀²)`
    have key : y * (1 - τ * y) ^ 2 ≤ y - τ * (2 - τ * x₀ ^ 2) * y ^ 2 := by
      nlinarith [mul_nonneg (mul_nonneg (sq_nonneg τ) (sq_nonneg y)) (sub_nonneg.2 h1)]
    have hu : τ * (2 - τ * x₀ ^ 2) * y ≤ 1 := by
      nlinarith [sq_nonneg (1 - τ * y),
        mul_nonneg (mul_nonneg (sq_nonneg τ) hy) (sub_nonneg.2 h1)]
    generalize τ * (2 - τ * x₀ ^ 2) = c at hc h2 key hu ⊢
    refine ⟨by nlinarith [mul_nonneg hc.le (sq_nonneg y)], ?_⟩
    push_cast
    have hn : 0 ≤ ((n : ℝ) + 1) * c := by positivity
    calc ((n : ℝ) + 1) * c * (y * (1 - τ * y) ^ 2)
        ≤ ((n : ℝ) + 1) * c * (y - c * y ^ 2) := mul_le_mul_of_nonneg_left key hn
      _ ≤ 1 := by
        nlinarith [mul_nonneg (sub_nonneg.2 h2) (sub_nonneg.2 hu), sq_nonneg (c * y)]
```

## Growth above the threshold

Let $x_0^2>2/\tau$ and $r=\tau x_0^2-1>1$. As long as $|x_n|\ge|x_0|$,
$$|x_{n+1}|=|1-\tau x_n^2|\,|x_n|\ge(\tau x_n^2-1)|x_n|\ge r|x_n|.$$
The distance therefore never falls below $|x_0|$, and induction gives $|x_n|\ge r^n|x_0|$. In the proof, `ha` keeps the walker outside its starting distance, and `hf` bounds the amplification factor.

```lean
/-- For `τ > 0` and `x₀² > 2/τ` the distance from the origin grows at least geometrically,
with ratio `τ x₀² - 1`. -/
theorem walk_abs_growth {τ x₀ : ℝ} (hτ : 0 < τ) (h : 2 / τ < x₀ ^ 2) (n : ℕ) :
    (τ * x₀ ^ 2 - 1) ^ n * |x₀| ≤ |walk τ x₀ n| := by
  have h' := (div_lt_iff₀ hτ).1 h
  have hr : 1 ≤ τ * x₀ ^ 2 - 1 := by linarith
  induction n with
  | zero => simp [walk]
  | succ n ih =>
    have ha : |x₀| ≤ |walk τ x₀ n| :=
      le_trans (le_mul_of_one_le_left (abs_nonneg _) (one_le_pow₀ hr)) ih
    have hsq : τ * x₀ ^ 2 ≤ τ * walk τ x₀ n ^ 2 :=
      mul_le_mul_of_nonneg_left (sq_le_sq.2 ha) hτ.le
    -- the amplification factor of this step is at least the initial one
    have hf : τ * x₀ ^ 2 - 1 ≤ |1 - τ * walk τ x₀ n ^ 2| := by
      linarith [neg_le_abs (1 - τ * walk τ x₀ n ^ 2)]
    calc (τ * x₀ ^ 2 - 1) ^ (n + 1) * |x₀|
        = (τ * x₀ ^ 2 - 1) * ((τ * x₀ ^ 2 - 1) ^ n * |x₀|) := by ring
      _ ≤ |1 - τ * walk τ x₀ n ^ 2| * |walk τ x₀ n| :=
        mul_le_mul hf ih (mul_nonneg (pow_nonneg (by linarith) n) (abs_nonneg _))
          (abs_nonneg _)
      _ = |walk τ x₀ (n + 1)| := by
        rw [walk_succ, ← abs_mul]
        congr 1
        ring
```

## The threshold and the limits

If $x_0^2=2/\tau$, then $1-\tau x_0^2=-1$. The first step reverses the sign and leaves the square unchanged, so every later step does the same: $x_n=(-1)^nx_0$.

```lean
/-- For `τ > 0` and `x₀² = 2/τ` the walker jumps between `x₀` and `-x₀` forever. -/
theorem walk_threshold {τ x₀ : ℝ} (hτ : 0 < τ) (h : x₀ ^ 2 = 2 / τ) (n : ℕ) :
    walk τ x₀ n = (-1) ^ n * x₀ := by
  have hx := (eq_div_iff hτ.ne').1 h
  induction n with
  | zero => simp [walk]
  | succ n ih =>
    have hs : ((-1 : ℝ) ^ n) ^ 2 = 1 := by
      rw [← pow_mul, mul_comm, pow_mul]
      norm_num
    rw [walk_succ, ih, pow_succ (-1 : ℝ) n]
    generalize (-1 : ℝ) ^ n = s at hs ⊢
    linear_combination (-(τ * s * x₀ ^ 3)) * hs - s * x₀ * hx
```

The two bounds now give the limits. Below the threshold, $0\le x_n^2\le1/(cn)$ for $n\ge1$, so $x_n^2\to0$ by squeezing, and taking square roots gives $|x_n|\to0$. Above it, $x_0\ne0$ and $r>1$, so $r^n|x_0|\to\infty$ and carries $|x_n|$ with it.

In the statement, `Tendsto (walk τ x₀) atTop (𝓝 0)` means $x_n\to0$ as $n\to\infty$. In the second part, the target `atTop` means that $|x_n|$ eventually exceeds every bound.

```lean
/-- Drift instability: at any time step `τ > 0`, a walker with `x₀² < 2/τ` drifts to the
origin, while one with `x₀² > 2/τ` escapes to infinite distance. -/
theorem drift_instability {τ : ℝ} (hτ : 0 < τ) (x₀ : ℝ) :
    (x₀ ^ 2 < 2 / τ → Tendsto (walk τ x₀) atTop (𝓝 0)) ∧
      (2 / τ < x₀ ^ 2 → Tendsto (fun n => |walk τ x₀ n|) atTop atTop) := by
  constructor
  · intro h
    have h' := (lt_div_iff₀ hτ).1 h
    have hc : 0 < τ * (2 - τ * x₀ ^ 2) := mul_pos hτ (by linarith)
    -- squeeze `x_n²` under a multiple of `1/n`
    have hsq : Tendsto (fun n => walk τ x₀ n ^ 2) atTop (𝓝 0) := by
      refine squeeze_zero' (Eventually.of_forall fun n => sq_nonneg _) ?_
        (tendsto_const_div_atTop_nhds_zero_nat (1 / (τ * (2 - τ * x₀ ^ 2))))
      filter_upwards [eventually_gt_atTop 0] with n hn
      have hn' : (0 : ℝ) < n := Nat.cast_pos.2 hn
      rw [div_div, le_div_iff₀ (mul_pos hc hn')]
      linarith [(walk_sq_decay hτ h n).2]
    have hab := hsq.sqrt
    simp only [Real.sqrt_sq_eq_abs, Real.sqrt_zero] at hab
    exact (tendsto_zero_iff_abs_tendsto_zero _).2 hab
  · intro h
    have h' := (div_lt_iff₀ hτ).1 h
    have hx : 0 < |x₀| := by
      refine abs_pos.2 ?_
      rintro rfl
      norm_num at h'
    have hr : 1 < τ * x₀ ^ 2 - 1 := by linarith
    exact tendsto_atTop_mono (walk_abs_growth hτ h)
      ((tendsto_pow_atTop_atTop_of_one_lt hr).atTop_mul_const hx)
```

Convergence to the origin is in fact equivalent to $x_0^2<2/\tau$. At the threshold $|x_n|=|x_0|>0$ for all $n$, and above it $|x_n|\to\infty$; neither allows the limit zero. The proof runs through these three cases with `lt_trichotomy`.

```lean
/-- For `τ > 0` the walker converges to the origin exactly when `x₀² < 2/τ`. -/
theorem walk_tendsto_zero_iff {τ : ℝ} (hτ : 0 < τ) (x₀ : ℝ) :
    Tendsto (walk τ x₀) atTop (𝓝 0) ↔ x₀ ^ 2 < 2 / τ := by
  refine ⟨fun ht => ?_, (drift_instability hτ x₀).1⟩
  have hab : Tendsto (fun n => |walk τ x₀ n|) atTop (𝓝 0) :=
    (tendsto_zero_iff_abs_tendsto_zero _).1 ht
  rcases lt_trichotomy (x₀ ^ 2) (2 / τ) with h | h | h
  · exact h
  · -- at threshold the distance is constant, so it would have to vanish
    have hconst : (fun n => |walk τ x₀ n|) = fun _ => |x₀| := by
      funext n
      rw [walk_threshold hτ h n, abs_mul, abs_pow, abs_neg, abs_one, one_pow, one_mul]
    rw [hconst] at hab
    have h0 : x₀ = 0 := abs_eq_zero.1 (tendsto_nhds_unique tendsto_const_nhds hab)
    have hp : 0 < 2 / τ := by positivity
    rw [← h, h0] at hp
    norm_num at hp
  · exact absurd hab (not_tendsto_nhds_of_tendsto_atTop ((drift_instability hτ x₀).2 h) 0)
```

## Bounded drift in continuous time

Write $s(t)=\sqrt{1+2x_0^2t}$, so that $s'=x_0^2/s$. Then
$$X'=-\frac{x_0s'}{s^2}=-\frac{x_0^3}{s^3}=-X^3=v(X),\qquad X(0)=x_0.$$
For $t\ge0$ we have $s\ge1$, hence $|X(t)|\le|x_0|$. The differential equation therefore has a bounded solution from every start, including those from which the Euler walk escapes. In the proof, `alg` is the algebra of the quotient rule. The theorem exhibits this solution and does not address uniqueness.

```lean
/-- The continuous drift equation `x' = drift x` is solved from any start `x₀` by
`x₀ / √(1 + 2 x₀² t)`, which stays within distance `|x₀|` of the origin for all `t ≥ 0`. -/
theorem exactPath_stable (x₀ : ℝ) :
    exactPath x₀ 0 = x₀ ∧ ∀ t, 0 ≤ t →
      HasDerivAt (exactPath x₀) (drift (exactPath x₀ t)) t ∧ |exactPath x₀ t| ≤ |x₀| := by
  refine ⟨by simp [exactPath], fun t ht => ?_⟩
  have hp : 0 < 1 + 2 * x₀ ^ 2 * t := by positivity
  have hs : 0 < √(1 + 2 * x₀ ^ 2 * t) := Real.sqrt_pos.2 hp
  constructor
  · have hl : HasDerivAt (fun s : ℝ => 1 + 2 * x₀ ^ 2 * s) (2 * x₀ ^ 2) t :=
      (((hasDerivAt_id' t).const_mul (2 * x₀ ^ 2)).const_add 1).congr_deriv (mul_one _)
    have alg : ∀ s : ℝ, s ≠ 0 →
        (0 * s - x₀ * (2 * x₀ ^ 2 / (2 * s))) / s ^ 2 = -(x₀ / s) ^ 3 := by
      intro s h0
      field_simp
      ring
    rw [drift_eq]
    exact ((hasDerivAt_const t x₀).fun_div (hl.sqrt hp.ne') hs.ne').congr_deriv
      (alg _ hs.ne')
  · rw [exactPath, abs_div, abs_of_pos hs]
    exact div_le_self (abs_nonneg _)
      (Real.one_le_sqrt.2 (le_add_of_nonneg_right (by positivity)))

end

end QuarticGuideDrift
```

```lean
#print axioms QuarticGuideDrift.drift_instability
-- 'QuarticGuideDrift.drift_instability' depends on axioms: [propext, Classical.choice, Quot.sound]
#print axioms QuarticGuideDrift.walk_tendsto_zero_iff
-- 'QuarticGuideDrift.walk_tendsto_zero_iff' depends on axioms: [propext, Classical.choice, Quot.sound]
#print axioms QuarticGuideDrift.exactPath_stable
-- 'QuarticGuideDrift.exactPath_stable' depends on axioms: [propext, Classical.choice, Quot.sound]
```
